# When scattering follows the density of states, its slope can give the wrong thermopower sign

Take carriers of charge −e whose scattering rate is proportional to the density of states g, with energies lying in finitely many pairs x and −x about the chemical potential, where x > 0. Suppose that on every pair g is positive at both energies and larger at x than at −x, while the squared velocity is smaller at x than at −x. Then the relaxation-time formula gives a positive Seebeck coefficient, whereas an estimate from the same g with constant velocity and constant relaxation time gives a negative one.

The physical question is whether the carriers that conduct lie, on average, above or below the chemical potential. A density of states that rises with energy suggests that they lie above. But more states also mean more final states to scatter into, and the two effects can cancel. Reading a thermopower sign from the slope of a computed density of states is therefore unsafe in this relaxation-time model with finitely many energies.

```lean
import Mathlib

open Finset

namespace ThermopowerSign

noncomputable section
```

## Conductivity resolved in energy

Let E be the energy measured from the chemical potential, v(E) the velocity and τ(E) the relaxation time. Apart from the thermal weight introduced below, the contribution of energy E to the conductivity is, up to constant factors,

σ(E) = g(E) v(E)² τ(E).

This σ is often called the transport distribution function; the name `conductivity` refers to this energy-resolved quantity and not to the total. The value v(E)² stands for the mean square, over the states at energy E, of the velocity component along the gradient. All quantities are real functions of a real energy, without units.

```lean
/-- The transport function `g v² τ` at energy `E`, for density of states `g`, velocity `v` and
relaxation time `τ`. -/
def conductivity (g v τ : ℝ → ℝ) (E : ℝ) : ℝ := g E * v E ^ 2 * τ E
```

For elastic scattering with a squared matrix element that is the same for all pairs of initial and final states, the golden rule makes the scattering rate proportional to the density of final states at the same energy:

1/τ(E) = C g(E), so τ(E) = 1/(C g(E)).

The constant C stands for the strength and concentration of the scatterers. This scattering law is assumed here, not derived from a Hamiltonian.

```lean
/-- The relaxation time `1 / (C g)` when the scattering rate is proportional to the density of
final states; meant for `C` and `g E` nonzero. -/
def dosLimitedTime (C : ℝ) (g : ℝ → ℝ) (E : ℝ) : ℝ := 1 / (C * g E)
```

Let s be a finite set of positive energies, and let h(E) be the thermal weight, which is unrelated to Planck's constant. The mean energy of the conducting carriers is

⟨E⟩ = N/D,

N = Σ_{x∈s} [h(x) σ(x) x + h(−x) σ(−x) (−x)],

D = Σ_{x∈s} [h(x) σ(x) + h(−x) σ(−x)].

The set `s` lists only the upper member of each pair, and the formula supplies the lower one. In a real conductor N and D are integrals over a continuum of energies; the theorems below treat only the finite sums.

```lean
/-- The conductivity-weighted mean energy over the pairs `x, -x` with `x ∈ s`, with thermal
weight `h`; meant for a nonzero total conductivity (the denominator). -/
def meanEnergy (s : Finset ℝ) (h σ : ℝ → ℝ) : ℝ :=
  (∑ x ∈ s, (h x * σ x * x + h (-x) * σ (-x) * (-x))) /
    ∑ x ∈ s, (h x * σ x + h (-x) * σ (-x))
```

At temperature T, carriers of charge −e, with e > 0, have the Seebeck coefficient

S = −⟨E⟩/(eT).

A negative mean energy thus gives a positive S, the sign usually associated with holes.

```lean
/-- The Seebeck coefficient of carriers of charge `-e` at temperature `T`, with energies measured
from the chemical potential; meant for `e` and `T` nonzero and a nonzero total conductivity. -/
def seebeck (e T : ℝ) (s : Finset ℝ) (h σ : ℝ → ℝ) : ℝ := -meanEnergy s h σ / (e * T)
```

The thermal weight supplied by the Fermi distribution f is its negative energy derivative,

−∂f/∂E = 1/(4 k_B T cosh²(E/(2 k_B T))),

where k_B is Boltzmann's constant. In the definition, `kT` is a single variable for the product k_B T. The general theorems use only two properties of this window, that it is even and that it is positive.

```lean
/-- The thermal window `1 / (4 kT cosh²(E / 2kT))` of the Fermi distribution, for thermal
energy `kT > 0`. -/
def fermiWindow (kT E : ℝ) : ℝ := 1 / (4 * kT * Real.cosh (E / (2 * kT)) ^ 2)
```

## The density of states cancels

Insert the relaxation time into the transport function at an energy where g(E) ≠ 0, with C ≠ 0:

C σ(E) = C g(E) v(E)² / (C g(E)) = v(E)².

```lean
/-- When the scattering rate is `C g`, with `C` and `g` nonzero, the density of states cancels
from the transport function: `C σ = v²`. -/
theorem conductivity_dosLimited {C : ℝ} {g : ℝ → ℝ} (v : ℝ → ℝ) {E : ℝ}
    (hC : C ≠ 0) (hg : g E ≠ 0) :
    C * conductivity g v (dosLimitedTime C g) E = v E ^ 2 := by
  unfold conductivity dosLimitedTime
  field_simp
```

After the two definitions are unfolded, `field_simp` carries out this cancellation.

Since σ(E) = v(E)²/C at every energy involved, the factor 1/C comes out of both sums:

N = (1/C) Σ_{x∈s} [h(x) v(x)² x + h(−x) v(−x)² (−x)],

D = (1/C) Σ_{x∈s} [h(x) v(x)² + h(−x) v(−x)²].

It drops out of the ratio N/D, leaving the mean energy weighted by v² alone. For given velocities and a given chemical potential, neither g nor C affects the result.

```lean
/-- When the scattering rate is `C g`, with `C` nonzero and `g` positive at the energies involved,
the mean energy is the one weighted by the squared velocity alone. -/
theorem meanEnergy_dosLimited {s : Finset ℝ} (h : ℝ → ℝ) {C : ℝ} {g : ℝ → ℝ} (v : ℝ → ℝ)
    (hC : C ≠ 0) (hg : ∀ x ∈ s, 0 < g x ∧ 0 < g (-x)) :
    meanEnergy s h (conductivity g v (dosLimitedTime C g)) =
      meanEnergy s h (fun E => v E ^ 2) := by
  have key : ∀ E, g E ≠ 0 →
      conductivity g v (dosLimitedTime C g) E = C⁻¹ * v E ^ 2 := by
    intro E hE
    rw [← conductivity_dosLimited v hC hE, ← mul_assoc, inv_mul_cancel₀ hC, one_mul]
  -- the common factor `1 / C` comes out of both sums
  have hN : ∑ x ∈ s, (h x * conductivity g v (dosLimitedTime C g) x * x +
        h (-x) * conductivity g v (dosLimitedTime C g) (-x) * (-x)) =
      C⁻¹ * ∑ x ∈ s, (h x * v x ^ 2 * x + h (-x) * v (-x) ^ 2 * (-x)) := by
    rw [Finset.mul_sum]
    refine Finset.sum_congr rfl (fun x hx => ?_)
    rw [key x (hg x hx).1.ne', key (-x) (hg x hx).2.ne']
    ring
  have hD : ∑ x ∈ s, (h x * conductivity g v (dosLimitedTime C g) x +
        h (-x) * conductivity g v (dosLimitedTime C g) (-x)) =
      C⁻¹ * ∑ x ∈ s, (h x * v x ^ 2 + h (-x) * v (-x) ^ 2) := by
    rw [Finset.mul_sum]
    refine Finset.sum_congr rfl (fun x hx => ?_)
    rw [key x (hg x hx).1.ne', key (-x) (hg x hx).2.ne']
    ring
  unfold meanEnergy
  rw [hN, hD, mul_div_mul_left _ _ (inv_ne_zero hC)]
```

The local statement `key` is σ = v²/C, and `hN` and `hD` are the two displayed sums. The lemma `mul_div_mul_left` then removes the common factor. The theorem places no condition on h, so D may vanish; both sides are then zero by Lean's convention for division by zero.

## Pairing energies about the chemical potential

Let the thermal weight be even, h(−E) = h(E), and replace σ(E) by its reflection σ(−E). The denominator only exchanges its two terms in each pair. The numerator becomes

Σ_{x∈s} [h(x) σ(−x) x − h(−x) σ(x) x] = −Σ_{x∈s} h(x) x (σ(x) − σ(−x)) = −N.

The mean energy therefore changes sign.

```lean
/-- For an even thermal weight, reflecting the transport function about the chemical potential
reverses the mean energy. -/
theorem meanEnergy_reflect (s : Finset ℝ) {h : ℝ → ℝ} (σ : ℝ → ℝ)
    (heven : ∀ E, h (-E) = h E) :
    meanEnergy s h (fun E => σ (-E)) = -meanEnergy s h σ := by
  unfold meanEnergy
  rw [← neg_div, ← Finset.sum_neg_distrib]
  congr 1
  · refine Finset.sum_congr rfl (fun x _ => ?_)
    simp only [heven, neg_neg]
    ring
  · refine Finset.sum_congr rfl (fun x _ => ?_)
    simp only [heven, neg_neg]
    ring
```

The proof moves the minus sign into the numerator, and `congr 1` separates numerator from denominator. Each part is then compared pair by pair.

For the sign itself, evenness turns the original numerator into

N = −Σ_{x∈s} h(x) x (σ(−x) − σ(x)).

Suppose that h is positive and that 0 ≤ σ(x) ≤ σ(−x) on every pair, with σ(y) < σ(−y) for at least one y in s. Every term of the last sum is nonnegative and the term at y is positive, so N < 0. In the denominator every pair contributes a nonnegative amount, and the pair at y contributes at least h(−y) σ(−y) > 0, so D > 0. Hence ⟨E⟩ = N/D < 0.

```lean
/-- For an even positive thermal weight and a nonnegative transport function that is nowhere larger
at `x > 0` than at `-x`, and smaller for at least one pair, the mean energy is negative. -/
theorem meanEnergy_neg {s : Finset ℝ} {h σ : ℝ → ℝ} (hs : ∀ x ∈ s, 0 < x)
    (heven : ∀ E, h (-E) = h E) (hpos : ∀ E, 0 < h E) (hσ : ∀ x ∈ s, 0 ≤ σ x)
    (hle : ∀ x ∈ s, σ x ≤ σ (-x)) (hlt : ∃ x ∈ s, σ x < σ (-x)) :
    meanEnergy s h σ < 0 := by
  obtain ⟨y, hy, hylt⟩ := hlt
  -- each pair contributes `-(h x) x (σ(-x) - σ(x))` to the numerator
  have pair : ∀ x, h x * σ x * x + h (-x) * σ (-x) * (-x) =
      -(h x * x * (σ (-x) - σ x)) := by
    intro x
    rw [heven]
    ring
  unfold meanEnergy
  apply div_neg_of_neg_of_pos
  · have hsum : ∑ x ∈ s, (h x * σ x * x + h (-x) * σ (-x) * (-x)) < ∑ _x ∈ s, (0 : ℝ) := by
      refine Finset.sum_lt_sum (fun x hx => ?_) ⟨y, hy, ?_⟩
      · rw [pair]
        have := mul_nonneg (mul_pos (hpos x) (hs x hx)).le (sub_nonneg.mpr (hle x hx))
        linarith
      · rw [pair]
        have := mul_pos (mul_pos (hpos y) (hs y hy)) (sub_pos.mpr hylt)
        linarith
    simpa only [Finset.sum_const_zero] using hsum
  · refine Finset.sum_pos' (fun x hx => ?_) ⟨y, hy, ?_⟩
    · exact add_nonneg (mul_nonneg (hpos x).le (hσ x hx))
        (mul_nonneg (hpos (-x)).le ((hσ x hx).trans (hle x hx)))
    · exact add_pos_of_nonneg_of_pos (mul_nonneg (hpos y).le (hσ y hy))
        (mul_pos (hpos (-y)) ((hσ y hy).trans_lt hylt))
```

The statement `pair` is the rewriting of one pair's contribution to N. The lemma `Finset.sum_lt_sum` combines the weak inequalities with the strict one at `y`, and `Finset.sum_pos'` does the same for D. The result applies to any nonnegative transport function with this ordering, whatever energy dependence of g, v and τ produces it.

## The velocity decides the sign

Now combine the cancellation with the pairing argument. For C > 0 and g positive at all the energies involved, the mean energy is the one weighted by v², so

⟨E⟩ = −[Σ_{x∈s} h(x) x (v(−x)² − v(x)²)] / [Σ_{x∈s} h(x) (v(x)² + v(−x)²)].

If v(x)² ≤ v(−x)² on every pair, strictly on one, this is negative. No ordering of g is required: it may rise, fall or fluctuate.

```lean
/-- Let the scattering rate be `C g` with `C, g > 0` and the thermal weight even and positive. If
all `x` in `s` are positive and `v(x)² ≤ v(-x)²` for all of them, strictly for one, then the mean
energy is negative. -/
theorem meanEnergy_neg_of_velocity {s : Finset ℝ} {h g v : ℝ → ℝ} {C : ℝ}
    (hs : ∀ x ∈ s, 0 < x) (heven : ∀ E, h (-E) = h E) (hpos : ∀ E, 0 < h E)
    (hC : 0 < C) (hg : ∀ x ∈ s, 0 < g x ∧ 0 < g (-x))
    (hle : ∀ x ∈ s, v x ^ 2 ≤ v (-x) ^ 2) (hlt : ∃ x ∈ s, v x ^ 2 < v (-x) ^ 2) :
    meanEnergy s h (conductivity g v (dosLimitedTime C g)) < 0 := by
  rw [meanEnergy_dosLimited h v hC.ne' hg]
  exact meanEnergy_neg hs heven hpos (fun x _ => sq_nonneg (v x)) hle hlt
```

The proof rewrites the mean with `meanEnergy_dosLimited` and applies `meanEnergy_neg` to the function v², which is nonnegative because it is a square.

A strict inequality on one pair is not enough if the weak inequality on the other pairs, the hypothesis `hle`, is dropped. Take s = {1, 2}, h = 1, g = 1 and C = 1, with v(1) = 1, v(−1) = 2, v(2) = 2 and v(−2) = 1. The pair ±1 has the required strict inequality, but the pair ±2 has the opposite one, and

⟨E⟩ = (1·1 − 4·1 + 4·2 − 1·2)/(1 + 4 + 4 + 1) = 3/10 > 0.

With equal thermal weights, the outer pair wins because its energies are larger.

## Two Seebeck coefficients from one density of states

Let s be nonempty, and let g(x) > g(−x) > 0 and v(x)² < v(−x)² for every x in s. With scattering rate C g, the preceding result gives ⟨E⟩ < 0, and therefore

S = −⟨E⟩/(eT) > 0.

For the density-of-states estimate, keep g and h but take a constant velocity v₀ ≠ 0 and a constant relaxation time τ₀ > 0. The transport function is then

σ₀(E) = g(E) v₀² τ₀,

which is larger at x than at −x. Its reflection σ₀(−E) is smaller at x than at −x, so the reflected function has negative mean energy. Reflecting back makes the mean of σ₀ itself positive, and the estimated Seebeck coefficient is negative.

The theorem states both signs as a conjunction. Its hypotheses `hg` and `hv` are the two opposite orderings, and `he` and `hT` make the charge magnitude and the temperature positive. One pair of energies is already enough.

```lean
/-- Let `C, e, T > 0`, and let `g(x) > g(-x) > 0` and `v(x)² < v(-x)²` for every `x` in a nonempty
set `s` of positive energies, with an even positive thermal weight. With scattering rate `C g` the
Seebeck coefficient is positive, while the same `g` with constant velocity `v₀ ≠ 0` and constant
relaxation time `τ₀ > 0` gives a negative one. -/
theorem dos_slope_mispredicts_sign {s : Finset ℝ} {h g v : ℝ → ℝ} {C e T v₀ τ₀ : ℝ}
    (hne : s.Nonempty) (hs : ∀ x ∈ s, 0 < x)
    (heven : ∀ E, h (-E) = h E) (hpos : ∀ E, 0 < h E)
    (hC : 0 < C) (he : 0 < e) (hT : 0 < T) (hv₀ : v₀ ≠ 0) (hτ₀ : 0 < τ₀)
    (hg : ∀ x ∈ s, 0 < g (-x) ∧ g (-x) < g x) (hv : ∀ x ∈ s, v x ^ 2 < v (-x) ^ 2) :
    0 < seebeck e T s h (conductivity g v (dosLimitedTime C g)) ∧
      seebeck e T s h (conductivity g (fun _ => v₀) (fun _ => τ₀)) < 0 := by
  obtain ⟨y, hy⟩ := hne
  have heT : 0 < e * T := mul_pos he hT
  constructor
  · have hm := meanEnergy_neg_of_velocity hs heven hpos hC
      (fun x hx => ⟨(hg x hx).1.trans (hg x hx).2, (hg x hx).1⟩)
      (fun x hx => (hv x hx).le) ⟨y, hy, hv y hy⟩
    exact div_pos (neg_pos.mpr hm) heT
  · have hv2 : 0 < v₀ ^ 2 := by positivity
    -- the reflected transport function is smaller above the chemical potential
    have hlt : ∀ x ∈ s, g (-x) * v₀ ^ 2 * τ₀ < g (- -x) * v₀ ^ 2 * τ₀ := by
      intro x hx
      rw [neg_neg]
      exact mul_lt_mul_of_pos_right (mul_lt_mul_of_pos_right (hg x hx).2 hv2) hτ₀
    have hm : meanEnergy s h
        (fun E => conductivity g (fun _ => v₀) (fun _ => τ₀) (-E)) < 0 :=
      meanEnergy_neg hs heven hpos
        (fun x hx => (mul_pos (mul_pos (hg x hx).1 hv2) hτ₀).le)
        (fun x hx => (hlt x hx).le) ⟨y, hy, hlt y hy⟩
    rw [meanEnergy_reflect s _ heven] at hm
    exact div_neg_of_neg_of_pos hm heT
```

The two bullets of the proof are the two halves of this argument. In the second, `hlt` is the ordering of the reflected function, and `meanEnergy_reflect` turns its negative mean into a positive mean for the unreflected one.

## Four energies under the Fermi window

For a concrete instance, take the energies ±1 and ±2, in any fixed energy unit, with

g(E) = 3 + E, v(E) = 3 − E, C = 1.

These linear functions are chosen for simple arithmetic and do not come from a particular band structure. On the two pairs,

g(1) = 4 > g(−1) = 2, g(2) = 5 > g(−2) = 1,

v(1)² = 4 < v(−1)² = 16, v(2)² = 1 < v(−2)² = 25.

Write w₁ and w₂ for the values of the Fermi window at energies 1 and 2. With the scattering rate equal to g,

S = (12 w₁ + 48 w₂)/(eT (20 w₁ + 26 w₂)) > 0.

With unit velocity and unit relaxation time instead,

S₀ = −(w₁ + 4 w₂)/(3eT (w₁ + w₂)) < 0.

S is positive and S₀ negative at every positive temperature, because w₁ and w₂ are always positive. The theorem states the two signs and not these explicit fractions.

```lean
/-- For `e, T, kB > 0`, with the Fermi window at thermal energy `kB T`, energies `±1, ±2`,
`g = 3 + E`, `v = 3 - E` and scattering rate `g`, the Seebeck coefficient is positive, while the
same `g` with unit velocity and unit relaxation time gives a negative one. -/
theorem dos_slope_mispredicts_sign_witness {e T kB : ℝ} (he : 0 < e) (hT : 0 < T)
    (hk : 0 < kB) :
    0 < seebeck e T {1, 2} (fermiWindow (kB * T))
        (conductivity (fun E => 3 + E) (fun E => 3 - E) (dosLimitedTime 1 (fun E => 3 + E))) ∧
      seebeck e T {1, 2} (fermiWindow (kB * T))
        (conductivity (fun E => 3 + E) (fun _ => 1) (fun _ => 1)) < 0 := by
  have heven : ∀ E, fermiWindow (kB * T) (-E) = fermiWindow (kB * T) E := by
    intro E
    unfold fermiWindow
    rw [neg_div, Real.cosh_neg]
  have hpos : ∀ E, 0 < fermiWindow (kB * T) E := by
    intro E
    have hc := Real.cosh_pos (E / (2 * (kB * T)))
    unfold fermiWindow
    positivity
  refine dos_slope_mispredicts_sign ⟨1, by simp⟩ ?_ heven hpos one_pos he hT
    one_ne_zero one_pos ?_ ?_
  all_goals
    intro x hx
    simp only [Finset.mem_insert, Finset.mem_singleton] at hx
    rcases hx with rfl | rfl <;> norm_num

end

end ThermopowerSign
```

Here `heven` follows from the evenness of the hyperbolic cosine and `hpos` from its positivity. The general theorem then leaves only the numerical inequalities listed above, which `norm_num` checks at energies 1 and 2.

```lean
#print axioms ThermopowerSign.dos_slope_mispredicts_sign
```

```
'ThermopowerSign.dos_slope_mispredicts_sign' depends on axioms: [propext, Classical.choice, Quot.sound]
```
